# For 0 < p < 1, the power xᵖ on x ≥ 0 lies strictly below its tangent at any a > 0, except at x = a

The declaration is an inequality about real numbers, with no quantum state, operator or Hamiltonian in it. For an exponent p strictly between 0 and 1, a point a > 0 and a point b ≥ 0 different from a, it states that bᵖ < aᵖ + p aᵖ⁻¹ (b − a). The right-hand side is the tangent to xᵖ at a, evaluated at b. The attempt applies Bernoulli's inequality, (1 + s)ᵖ < 1 + p s, with s = (b − a)/a, so that 1 + s = b/a, and then multiplies through by aᵖ.

Lean 4 with Mathlib refuses this proof:

```lean
import Mathlib

open Filter Topology

namespace RpowLtTangent

noncomputable section

/-- For `0 < p < 1` the graph of `x ^ p` on `x ≥ 0` lies strictly below its tangent at
`a > 0`, except at the point of contact. -/
theorem rpow_lt_tangent {p a b : ℝ} (hp0 : 0 < p) (hp1 : p < 1) (ha : 0 < a)
    (hb : 0 ≤ b) (hab : b ≠ a) : b ^ p < a ^ p + p * a ^ (p - 1) * (b - a) := by
  have h1 : -1 ≤ (b - a) / a := by
    rw [le_div_iff₀ ha]
    linarith
  have h2 : (b - a) / a ≠ 0 := div_ne_zero (sub_ne_zero.2 hab) ha.ne'
  have e : 1 + (b - a) / a = b / a := by
    rw [sub_div, div_self ha.ne']
    ring
  -- Bernoulli's inequality for the ratio `b / a`
  have h := Real.rpow_one_add_lt_one_add_mul_self h1 h2 hp0 hp1
  rw [e, Real.div_rpow hb ha.le, div_lt_iff₀ (Real.rpow_pos_of_pos ha p)] at h
  rw [Real.rpow_sub_one ha.ne' p]
  calc b ^ p < (1 + p * ((b - a) / a)) * a ^ p := h
    _ = a ^ p + p * (a ^ p / a) * (b - a) := by ring

end

end RpowLtTangent
```

The error:

```
Main.lean:21:12: error(lean.unknownIdentifier): Unknown constant `Real.rpow_one_add_lt_one_add_mul_self`
Main.lean:12:78: error: unsolved goals
p a b : ℝ
hp0 : 0 < p
hp1 : p < 1
ha : 0 < a
hb : 0 ≤ b
hab : b ≠ a
h1 : -1 ≤ (b - a) / a
h2 : (b - a) / a ≠ 0
e : 1 + (b - a) / a = b / a
⊢ b ^ p < a ^ p + p * a ^ (p - 1) * (b - a)
```

What went wrong. The first message says that Lean knows no constant called `Real.rpow_one_add_lt_one_add_mul_self`. The Bernoulli inequality the proof wants does exist in Mathlib, but its name has no `Real.` prefix, although other lemmas used here, such as `Real.div_rpow` and `Real.rpow_sub_one`, do have one.

The second message is a consequence of the first. It shows the main goal still open, with `h1`, `h2` and `e` in the context but no `h`, which is the state just before the failing line.

The diff only removes the prefix. The name `rpow_one_add_lt_one_add_mul_self` then resolves, and the lemma accepts the same four arguments, `h1 h2 hp0 hp1`, in the same order. This supplies `h`, and the rest of the proof goes through as it was written.

The change, after which it compiles:

```diff
@@ -19,5 +19,5 @@
     ring
   -- Bernoulli's inequality for the ratio `b / a`
-  have h := Real.rpow_one_add_lt_one_add_mul_self h1 h2 hp0 hp1
+  have h := rpow_one_add_lt_one_add_mul_self h1 h2 hp0 hp1
   rw [e, Real.div_rpow hb ha.le, div_lt_iff₀ (Real.rpow_pos_of_pos ha p)] at h
   rw [Real.rpow_sub_one ha.ne' p]
```
